# A four-atom chain on which the valence sum rule forces a negative bond valence

In the bond valence model, the valence sum rule says that the valences of the bonds at each atom add up to that atom's valence. The theorem `chain_negative_bond` takes a finite chain of cation, anion, cation, anion, joined by three bonds, with cation valences 2 and 1 and anion valences 1 and 2 in chain order. It states that real bond valences, with negative values allowed, satisfy the rule exactly when they are 2, -1 and 2 along the chain. The attempt first rewrites the rule as four linear equations, then derives the three values from them by linear arithmetic, and for the converse substitutes the values and leaves the check to `norm_num`.

In Lean, a first try:

```lean
import Mathlib

open Finset

namespace BrownNetwork

/-- A cation-anion bond network: every bond in `B` has a cation end in `C` and an anion end
in `A`, and several bonds may join the same two atoms. -/
structure BondNetwork (C A B : Type*) where
  cation : B → C
  anion : B → A

namespace BondNetwork

variable {C A B : Type*} (N : BondNetwork C A B)

variable [Fintype B] [DecidableEq C] [DecidableEq A]

/-- The sum of the bond valences at an atom. -/
def atomSum (s : B → ℝ) : C ⊕ A → ℝ
  | Sum.inl i => ∑ b with N.cation b = i, s b
  | Sum.inr j => ∑ b with N.anion b = j, s b

/-- The valence sum rule: the bond valences at each atom add up to its atomic valence. -/
def ValenceSumRule (V : C ⊕ A → ℝ) (s : B → ℝ) : Prop := ∀ x, N.atomSum s x = V x

variable [Fintype C] [Fintype A]

end BondNetwork

/-- The chain cation 0, anion 0, cation 1, anion 1 with its three bonds in order. -/
def chain : BondNetwork (Fin 2) (Fin 2) (Fin 3) where
  cation := ![0, 1, 1]
  anion := ![0, 0, 1]

/-- On the chain with cation valences 2, 1 and anion valences 1, 2, the valence sum rule holds
exactly for the bond valences 2, -1, 2. -/
theorem chain_negative_bond (s : Fin 3 → ℝ) :
    chain.ValenceSumRule (Sum.elim ![2, 1] ![1, 2]) s ↔ s = ![2, -1, 2] := by
  -- the four atomic sums written out
  have key : chain.ValenceSumRule (Sum.elim ![2, 1] ![1, 2]) s ↔
      (s 0 = 2 ∧ s 1 + s 2 = 1) ∧ s 0 + s 1 = 1 ∧ s 2 = 2 := by
    simp only [BondNetwork.ValenceSumRule, Sum.forall, Fin.forall_fin_two,
      BondNetwork.atomSum, sum_filter, Fin.sum_univ_three]
    simp [chain]
  rw [key]
  constructor
  · rintro ⟨⟨h0, _⟩, h1, h2⟩
    ext b
    fin_cases b <;> simp <;> linarith
  · rintro rfl
    norm_num

end BrownNetwork
```

Compiling this gives:

```
Main.lean:51:2: error: unsolved goals
case mpr
key :
  chain.ValenceSumRule (Sum.elim ![2, 1] ![1, 2]) ![2, -1, 2] ↔
    (![2, -1, 2] 0 = 2 ∧ ![2, -1, 2] 1 + ![2, -1, 2] 2 = 1) ∧ ![2, -1, 2] 0 + ![2, -1, 2] 1 = 1 ∧ ![2, -1, 2] 2 = 2
⊢ -1 + ![2, -1, 2] 2 = 1 ∧ ![2, -1, 2] 2 = 2
```

What went wrong. The error is in the converse direction, marked `mpr`. After `rintro rfl` the four equations are about entries of the vector `![2, -1, 2]`. `norm_num` evaluated the entries at 0 and 1 and disposed of the two equations that use only those. It did not reduce `![2, -1, 2] 2` to the number 2, so `-1 + ![2, -1, 2] 2 = 1` and `![2, -1, 2] 2 = 2` were left unsolved. Both are true; what was missing was the evaluation of the last entry.

The repair splits the conjunction with `refine`. The two equations for single entries are closed by `rfl`, since each entry is 2 by definition. For the two sums, `show` restates the goal with the entries replaced by their values, which Lean accepts because the two forms are definitionally equal. `norm_num` then has only `-1 + 2 = 1` and `2 + -1 = 1` to prove. The second `show` involves only entries that `norm_num` had already evaluated, so it merely spells out the sum.

The repair, with which the file compiles:

```diff
@@ -50,5 +50,9 @@
     fin_cases b <;> simp <;> linarith
   · rintro rfl
-    norm_num
+    refine ⟨⟨rfl, ?_⟩, ?_, rfl⟩
+    · show (-1 : ℝ) + 2 = 1
+      norm_num
+    · show (2 : ℝ) + -1 = 1
+      norm_num
 
 end BrownNetwork
```
